# The Wigner-Seitz cell of the bcc lattice is a truncated octahedron

For $c>0$, take the bcc lattice of points $c(l,m,n)$ with $l,m,n$ integers of equal parity. Its Wigner-Seitz cell about the origin is the truncated octahedron

$$|x_i|\le c\quad(i=0,1,2),\qquad |x_0|+|x_1|+|x_2|\le \tfrac32 c .$$

The first Brillouin zone of an fcc lattice with cube edge $a>0$ is this same body with $c=2\pi/a$.

## Nearest lattice points and wavevectors

The Wigner-Seitz cell collects the points that are at least as close to the origin as to any other lattice point. In reciprocal space it is the first Brillouin zone, where Bloch wavevectors can always be chosen. For an ideal, undistorted fcc crystal, the inequalities decide whether a wavevector, given by its Cartesian components along the cube edges, lies in that zone.

## Scale, parity and the factor $2\pi$

The letter $c$ is half the cube edge, not the edge itself: even triples are the cube corners and odd triples the body centres. Likewise `fcc c` contains the points $c(l,m,n)$ with $l+m+n$ even, so an fcc lattice with edge $a$ is `fcc (a / 2)`. Coordinates are numbered 0, 1, 2 as in the code.

`Space` is three-dimensional Euclidean space, for positions and wavevectors alike. `wignerSeitz L` is the set of $x$ with $\|x\|\le\|x-v\|$ for every $v$ in `L`, so the cell includes its boundary. `reciprocal L` contains the $k$ for which $k\cdot R$ is an integer multiple of $2\pi$ for every $R$ in `L`, and `brillouinZone L` is the Wigner-Seitz cell of that set.

The theorem `wignerSeitz_bcc` is an equality of sets, and `brillouinZone_fcc` is the corresponding equality for the zone. Two more theorems say that lattice translations bring every point into the cell, and that the largest squared distance from its centre is $5c^2/4$. Overlaps between neighbouring cells and the shapes of the faces are not addressed. The step to a real material is to take its translation lattice as infinite, perfect and exactly cubic.

## Fourteen planes bound the cell

For $v=c(l,m,n)$, squaring $\|x\|\le\|x-v\|$ and dividing by $c$ gives

$$2(x_0l+x_1m+x_2n)\le c(l^2+m^2+n^2).$$

The six vectors of type $(\pm2,0,0)$ give $\pm4x_i\le4c$, hence $|x_i|\le c$. The eight vectors $(\pm1,\pm1,\pm1)$ give $2(\pm x_0\pm x_1\pm x_2)\le3c$. Choosing the signs of the coordinates yields the bound on the sum.

Conversely, let $x$ satisfy the inequalities of the octahedron. A coordinate $t$ paired with the integer $l$ contributes $cl^2-2tl\ge |l|(c|l|-2|t|)$.

- For even $l$ this is nonnegative, because $l=0$ or $|l|\ge2$, and $|t|\le c$.
- For odd $l$ the contribution is at least $c-2|t|$, because
$$|l|(c|l|-2|t|)-(c-2|t|)=(|l|-1)\bigl(c(|l|+1)-2|t|\bigr)\ge0 .$$

All three integers have the same parity. In the even case the contributions add up to at least $0$; in the odd case, to at least $3c-2(|x_0|+|x_1|+|x_2|)\ge0$. No other plane cuts anything off.

At $c=0$ the lattice collapses to the origin and its cell is all of space, while the inequalities leave only the origin. The equality therefore fails there.

## The reciprocal lattice of fcc

Apply $k\cdot R\in2\pi\mathbb Z$ to $R=c(1,1,0)$, $c(1,-1,0)$ and $c(0,1,1)$, with integers $p,q,r$:

$$c(k_0+k_1)=2\pi p,\quad c(k_0-k_1)=2\pi q,\quad c(k_1+k_2)=2\pi r.$$

Solving gives $k=\frac{\pi}{c}(p+q,\;p-q,\;2r-p+q)$, whose integers have equal parity.

Conversely, let $k=\frac{\pi}{c}(l,m,n)$ with $l=m+2u$ and $n=m+2w$, and let $R=c(j_0,j_1,j_2)$ with $j_0+j_1+j_2=2s$. Then

$$k\cdot R=\pi(lj_0+mj_1+nj_2)=2\pi(ms+uj_0+wj_2).$$

So the reciprocal lattice is bcc with scale $\pi/c$. Setting $c=a/2$ gives the scale $2\pi/a$.

## Moving a point into the cell

Let $d_i\le c$ be the distance from $x_i$ to a nearest even multiple of $c$. An odd multiple on the other side of $x_i$ lies at distance $c-d_i$. If $d_0+d_1+d_2\le3c/2$, subtract the even triple. Otherwise subtract the odd one, for which the distances add up to $3c-(d_0+d_1+d_2)<3c/2$.

Take $c=1$ and $x=(2.3,\,0.9,\,-0.6)$. The even triple $(2,0,0)$ leaves $(0.3,\,0.9,\,-0.6)$, with absolute sum $1.8>1.5$. The odd triple $(3,1,-1)$ leaves $(-0.7,\,-0.1,\,0.4)$, with sum $1.2$, which is in the cell. The squared distance drops from $1.26$ to $0.66$.

## The farthest corner

Suppose one coordinate has absolute value $A\ge c/2$. The other two have absolute values adding up to at most $3c/2-A$, so

$$\|x\|^2\le A^2+\left(\tfrac32c-A\right)^2=\tfrac54c^2-2(c-A)\left(A-\tfrac c2\right)\le\tfrac54c^2 .$$

If all absolute values are at most $c/2$, then $\|x\|^2\le\frac c2\cdot\frac{3c}2=\frac34c^2$. The point $(c,c/2,0)$ lies in the cell and attains $5c^2/4$.

## The complete Lean development

```lean
import Mathlib

open scoped Real

namespace BccWignerSeitz

noncomputable section

/-- Three-dimensional Euclidean space, used for positions and for wavevectors. -/
abbrev Space := EuclideanSpace ℝ (Fin 3)

/-- The bcc lattice with cube edge `2c`: `c` times the integer triples of equal parity. -/
def bcc (c : ℝ) : Set Space :=
  {v | ∃ l m n : ℤ, l % 2 = m % 2 ∧ m % 2 = n % 2 ∧ v = !₂[c * l, c * m, c * n]}

/-- The fcc lattice with cube edge `2c`: `c` times the integer triples of even sum. -/
def fcc (c : ℝ) : Set Space :=
  {v | ∃ l m n : ℤ, (l + m + n) % 2 = 0 ∧ v = !₂[c * l, c * m, c * n]}

/-- The Wigner-Seitz cell about the origin: the points at least as close to the origin
as to any point of `L`. -/
def wignerSeitz (L : Set Space) : Set Space :=
  {x | ∀ v ∈ L, ‖x‖ ≤ ‖x - v‖}

/-- The reciprocal lattice: the wavevectors `k` with `k · R` a multiple of `2π` for all
`R` in `L`. -/
def reciprocal (L : Set Space) : Set Space :=
  {k | ∀ R ∈ L, ∃ p : ℤ, ∑ i, k i * R i = 2 * π * p}

/-- The first Brillouin zone: the Wigner-Seitz cell of the reciprocal lattice. -/
def brillouinZone (L : Set Space) : Set Space := wignerSeitz (reciprocal L)

/-- The truncated octahedron `|x_i| ≤ c`, `|x_0| + |x_1| + |x_2| ≤ 3c/2`. -/
def truncatedOctahedron (c : ℝ) : Set Space :=
  {x | (∀ i, |x i| ≤ c) ∧ |x 0| + |x 1| + |x 2| ≤ 3 / 2 * c}

/-- The squared length of a vector is the sum of its squared Cartesian components. -/
theorem norm_sq_coords (x : Space) : ‖x‖ ^ 2 = x 0 ^ 2 + x 1 ^ 2 + x 2 ^ 2 := by
  simp [EuclideanSpace.norm_sq_eq, Fin.sum_univ_three]

/-- For `c > 0`, a point is in the bcc Wigner-Seitz cell exactly when, for every nonzero lattice
vector `c (l, m, n)`, it lies on the bisecting plane or on the origin's side of it. -/
theorem mem_wignerSeitz_bcc {c : ℝ} (hc : 0 < c) (x : Space) :
    x ∈ wignerSeitz (bcc c) ↔ ∀ l m n : ℤ, l % 2 = m % 2 → m % 2 = n % 2 →
      2 * (x 0 * l + x 1 * m + x 2 * n) ≤ c * ((l : ℝ) ^ 2 + (m : ℝ) ^ 2 + (n : ℝ) ^ 2) := by
  -- compare squared distances and cancel the scale `c`
  have plane : ∀ l m n : ℤ, ‖x‖ ≤ ‖x - !₂[c * l, c * m, c * n]‖ ↔
      2 * (x 0 * l + x 1 * m + x 2 * n) ≤
        c * ((l : ℝ) ^ 2 + (m : ℝ) ^ 2 + (n : ℝ) ^ 2) := by
    intro l m n
    rw [← sq_le_sq₀ (norm_nonneg _) (norm_nonneg _), norm_sq_coords, norm_sq_coords]
    change x 0 ^ 2 + x 1 ^ 2 + x 2 ^ 2 ≤
      (x 0 - c * l) ^ 2 + (x 1 - c * m) ^ 2 + (x 2 - c * n) ^ 2 ↔ _
    constructor
    · intro h
      exact le_of_mul_le_mul_left (by nlinarith) hc
    · intro h
      nlinarith [mul_le_mul_of_nonneg_left h hc.le]
  constructor
  · intro h l m n h1 h2
    exact (plane l m n).1 (h _ ⟨l, m, n, h1, h2, rfl⟩)
  · rintro h v ⟨l, m, n, h1, h2, rfl⟩
    exact (plane l m n).2 (h l m n h1 h2)

/-- For a coordinate `t` with `|t| ≤ c`, the contribution `c l² - 2 t l` to the plane condition
is at least `0` for even `l` and at least `c - 2|t|` for odd `l`. -/
theorem coordinate_bound {c t : ℝ} (ht : |t| ≤ c) (l : ℤ) :
    (l % 2 = 0 → 0 ≤ c * (l : ℝ) ^ 2 - 2 * (t * l)) ∧
    (l % 2 = 1 → c - 2 * |t| ≤ c * (l : ℝ) ^ 2 - 2 * (t * l)) := by
  have hc : 0 ≤ c := (abs_nonneg t).trans ht
  have hm : t * l ≤ |t| * |(l : ℝ)| := by
    rw [← abs_mul]
    exact le_abs_self _
  rw [← sq_abs (l : ℝ)]
  constructor
  · intro h
    rcases eq_or_ne l 0 with rfl | h0
    · simp
    · have h1 : (2 : ℤ) ≤ |l| := by
        rcases abs_cases l with h' | h' <;> omega
      have h2 : (2 : ℝ) ≤ |(l : ℝ)| := by exact_mod_cast h1
      have h3 : 0 ≤ c * |(l : ℝ)| - 2 * |t| := by
        nlinarith [mul_le_mul_of_nonneg_left h2 hc]
      nlinarith [mul_nonneg (abs_nonneg (l : ℝ)) h3]
  · intro h
    have h1 : (1 : ℤ) ≤ |l| := by
      rcases abs_cases l with h' | h' <;> omega
    have h2 : (1 : ℝ) ≤ |(l : ℝ)| := by exact_mod_cast h1
    have h3 : 0 ≤ c * (|(l : ℝ)| + 1) - 2 * |t| := by
      nlinarith [mul_le_mul_of_nonneg_left h2 hc]
    nlinarith [mul_nonneg (sub_nonneg.2 h2) h3]

/-- For `c > 0`, the Wigner-Seitz cell of the bcc lattice is the truncated octahedron `|x_i| ≤ c`,
`|x_0| + |x_1| + |x_2| ≤ 3c/2`. -/
theorem wignerSeitz_bcc {c : ℝ} (hc : 0 < c) :
    wignerSeitz (bcc c) = truncatedOctahedron c := by
  ext x
  rw [mem_wignerSeitz_bcc hc]
  constructor
  · intro h
    -- square faces, from the vectors of type (2,0,0)
    have a1 := h 2 0 0 (by norm_num) (by norm_num)
    have a2 := h (-2) 0 0 (by norm_num) (by norm_num)
    have b1 := h 0 2 0 (by norm_num) (by norm_num)
    have b2 := h 0 (-2) 0 (by norm_num) (by norm_num)
    have d1 := h 0 0 2 (by norm_num) (by norm_num)
    have d2 := h 0 0 (-2) (by norm_num) (by norm_num)
    -- hexagonal faces, from the vectors of type (1,1,1)
    have e1 := h 1 1 1 (by norm_num) (by norm_num)
    have e2 := h 1 1 (-1) (by norm_num) (by norm_num)
    have e3 := h 1 (-1) 1 (by norm_num) (by norm_num)
    have e4 := h 1 (-1) (-1) (by norm_num) (by norm_num)
    have e5 := h (-1) 1 1 (by norm_num) (by norm_num)
    have e6 := h (-1) 1 (-1) (by norm_num) (by norm_num)
    have e7 := h (-1) (-1) 1 (by norm_num) (by norm_num)
    have e8 := h (-1) (-1) (-1) (by norm_num) (by norm_num)
    push_cast at a1 a2 b1 b2 d1 d2 e1 e2 e3 e4 e5 e6 e7 e8
    have h0 : |x 0| ≤ c := abs_le.2 ⟨by linarith, by linarith⟩
    have h1 : |x 1| ≤ c := abs_le.2 ⟨by linarith, by linarith⟩
    have h2 : |x 2| ≤ c := abs_le.2 ⟨by linarith, by linarith⟩
    refine ⟨?_, ?_⟩
    · intro i
      fin_cases i
      exacts [h0, h1, h2]
    · rcases abs_cases (x 0) with ⟨p, _⟩ | ⟨p, _⟩ <;>
      rcases abs_cases (x 1) with ⟨q, _⟩ | ⟨q, _⟩ <;>
      rcases abs_cases (x 2) with ⟨r, _⟩ | ⟨r, _⟩ <;>
      rw [p, q, r] <;> linarith
  · -- all other bisecting planes leave the truncated octahedron intact
    rintro ⟨hb, hs⟩ l m n h1 h2
    rcases Int.emod_two_eq_zero_or_one l with h | h
    · have u := (coordinate_bound (hb 0) l).1 h
      have v := (coordinate_bound (hb 1) m).1 (by omega)
      have w := (coordinate_bound (hb 2) n).1 (by omega)
      linarith
    · have u := (coordinate_bound (hb 0) l).2 h
      have v := (coordinate_bound (hb 1) m).2 (by omega)
      have w := (coordinate_bound (hb 2) n).2 (by omega)
      linarith

/-- For `c > 0`, the reciprocal lattice of the fcc lattice of scale `c` is the bcc lattice
of scale `π/c`. -/
theorem reciprocal_fcc {c : ℝ} (hc : 0 < c) : reciprocal (fcc c) = bcc (π / c) := by
  have cc : π / c * c = π := div_mul_cancel₀ _ hc.ne'
  ext k
  constructor
  · intro h
    have key : ∀ l m n : ℤ, (l + m + n) % 2 = 0 →
        ∃ p : ℤ, k 0 * (c * l) + k 1 * (c * m) + k 2 * (c * n) = 2 * π * p := by
      intro l m n hl
      obtain ⟨p, hp⟩ := h _ ⟨l, m, n, hl, rfl⟩
      rw [Fin.sum_univ_three] at hp
      exact ⟨p, hp⟩
    -- three primitive fcc vectors determine the components of `k`
    obtain ⟨p, hp⟩ := key 1 1 0 (by norm_num)
    obtain ⟨q, hq⟩ := key 1 (-1) 0 (by norm_num)
    obtain ⟨r, hr⟩ := key 0 1 1 (by norm_num)
    push_cast at hp hq hr
    have h0 : k 0 = π / c * ((p + q : ℤ) : ℝ) := by
      apply mul_right_cancel₀ hc.ne'
      push_cast
      linear_combination (hp + hq) / 2 - ((p : ℝ) + q) * cc
    have h1 : k 1 = π / c * ((p - q : ℤ) : ℝ) := by
      apply mul_right_cancel₀ hc.ne'
      push_cast
      linear_combination (hp - hq) / 2 - ((p : ℝ) - q) * cc
    have h2 : k 2 = π / c * ((2 * r - p + q : ℤ) : ℝ) := by
      apply mul_right_cancel₀ hc.ne'
      push_cast
      linear_combination hr - (hp - hq) / 2 - (2 * (r : ℝ) - p + q) * cc
    refine ⟨p + q, p - q, 2 * r - p + q, by omega, by omega, ?_⟩
    ext i
    fin_cases i
    exacts [h0, h1, h2]
  · rintro ⟨l, m, n, h1, h2, rfl⟩ R ⟨a, b, d, h3, rfl⟩
    -- equal parity against even sum gives an even integer product
    obtain ⟨u, hu⟩ : ∃ u, l = m + 2 * u := ⟨(l - m) / 2, by omega⟩
    obtain ⟨w, hw⟩ : ∃ w, n = m + 2 * w := ⟨(n - m) / 2, by omega⟩
    obtain ⟨s, hs⟩ : ∃ s, a + b + d = 2 * s := ⟨(a + b + d) / 2, by omega⟩
    have hz : l * a + m * b + n * d = 2 * (m * s + u * a + w * d) := by
      linear_combination a * hu + d * hw + m * hs
    have hz' : (l : ℝ) * a + m * b + n * d = 2 * ((m * s + u * a + w * d : ℤ) : ℝ) := by
      exact_mod_cast hz
    refine ⟨m * s + u * a + w * d, ?_⟩
    rw [Fin.sum_univ_three]
    change π / c * l * (c * a) + π / c * m * (c * b) + π / c * n * (c * d) = _
    linear_combination ((l : ℝ) * a + m * b + n * d) * cc + π * hz'

/-- The first Brillouin zone of the fcc lattice with cube edge `a > 0` is the truncated octahedron
`|k_i| ≤ 2π/a`, `|k_0| + |k_1| + |k_2| ≤ 3π/a`. -/
theorem brillouinZone_fcc {a : ℝ} (ha : 0 < a) :
    brillouinZone (fcc (a / 2)) = truncatedOctahedron (2 * π / a) := by
  have e : π / (a / 2) = 2 * π / a := by
    rw [div_div_eq_mul_div, mul_comm]
  rw [brillouinZone, reciprocal_fcc (half_pos ha),
    wignerSeitz_bcc (div_pos Real.pi_pos (half_pos ha)), e]

/-- For `c > 0`, every coordinate `t` is within `c` of an even multiple of `c`, and its distances
to that multiple and to some odd multiple add up to `c`. -/
theorem even_odd_neighbours {c : ℝ} (hc : 0 < c) (t : ℝ) :
    ∃ k s : ℤ, k % 2 = 0 ∧ s % 2 = 1 ∧ |t - c * k| ≤ c ∧ |t - c * s| = c - |t - c * k| := by
  obtain ⟨r, hr⟩ : ∃ r : ℤ, |t / (2 * c) - r| ≤ 1 / 2 := ⟨_, abs_sub_round _⟩
  have e : 2 * c * (t / (2 * c)) = t := mul_div_cancel₀ t (by positivity)
  obtain ⟨h1, h2⟩ := abs_le.1 hr
  have lo : -c ≤ t - c * (2 * r) := by nlinarith
  have hi : t - c * (2 * r) ≤ c := by nlinarith
  rcases le_total 0 (t - c * (2 * r)) with p | p
  · refine ⟨2 * r, 2 * r + 1, by omega, by omega, ?_, ?_⟩ <;> push_cast
    · exact abs_le.2 ⟨lo, hi⟩
    · have q : t - c * (2 * r + 1) ≤ 0 := by linarith
      rw [abs_of_nonneg p, abs_of_nonpos q]
      ring
  · refine ⟨2 * r, 2 * r - 1, by omega, by omega, ?_, ?_⟩ <;> push_cast
    · exact abs_le.2 ⟨lo, hi⟩
    · have q : 0 ≤ t - c * (2 * r - 1) := by linarith
      rw [abs_of_nonpos p, abs_of_nonneg q]
      ring

/-- For `c > 0`, every point of space is carried into the Wigner-Seitz cell by subtracting
a suitable bcc lattice vector. -/
theorem cells_cover_space {c : ℝ} (hc : 0 < c) (x : Space) :
    ∃ v ∈ bcc c, x - v ∈ wignerSeitz (bcc c) := by
  rw [wignerSeitz_bcc hc]
  obtain ⟨k, s, hk, hs, a, a'⟩ := even_odd_neighbours hc (x 0)
  obtain ⟨l, t, hl, ht, b, b'⟩ := even_odd_neighbours hc (x 1)
  obtain ⟨m, u, hm, hu, d, d'⟩ := even_odd_neighbours hc (x 2)
  by_cases h : |x 0 - c * k| + |x 1 - c * l| + |x 2 - c * m| ≤ 3 / 2 * c
  · refine ⟨_, ⟨k, l, m, by omega, by omega, rfl⟩, ?_, h⟩
    intro i
    fin_cases i
    exacts [a, b, d]
  · -- beyond a hexagonal face: the odd neighbour is the right centre
    have a2 : |x 0 - c * s| ≤ c := by linarith [abs_nonneg (x 0 - c * k)]
    have b2 : |x 1 - c * t| ≤ c := by linarith [abs_nonneg (x 1 - c * l)]
    have d2 : |x 2 - c * u| ≤ c := by linarith [abs_nonneg (x 2 - c * m)]
    have h2 : |x 0 - c * s| + |x 1 - c * t| + |x 2 - c * u| ≤ 3 / 2 * c := by linarith
    refine ⟨_, ⟨s, t, u, by omega, by omega, rfl⟩, ?_, h2⟩
    intro i
    fin_cases i
    exacts [a2, b2, d2]

/-- For `c > 0`, the largest squared distance from the centre within the bcc Wigner-Seitz cell
is `5c²/4`, and it is attained at the point `(c, c/2, 0)`. -/
theorem farthest_point {c : ℝ} (hc : 0 < c) :
    (∀ x ∈ wignerSeitz (bcc c), ‖x‖ ^ 2 ≤ 5 / 4 * c ^ 2) ∧
    !₂[c, c / 2, 0] ∈ wignerSeitz (bcc c) ∧
    ‖(!₂[c, c / 2, 0] : Space)‖ ^ 2 = 5 / 4 * c ^ 2 := by
  rw [wignerSeitz_bcc hc]
  refine ⟨?_, ⟨?_, ?_⟩, ?_⟩
  · rintro x ⟨hb, hs⟩
    -- the bound when one coordinate is at least `c/2`
    have big : ∀ a b d : ℝ, 0 ≤ b → 0 ≤ d → a ≤ c → c / 2 ≤ a →
        a + b + d ≤ 3 / 2 * c → a ^ 2 + b ^ 2 + d ^ 2 ≤ 5 / 4 * c ^ 2 := by
      intro a b d h1 h2 h3 h4 h5
      have p : 0 ≤ (3 / 2 * c - a - (b + d)) * (3 / 2 * c - a + (b + d)) :=
        mul_nonneg (by linarith) (by linarith)
      nlinarith [mul_nonneg h1 h2, mul_nonneg (sub_nonneg.2 h3) (sub_nonneg.2 h4)]
    have n0 := abs_nonneg (x 0)
    have n1 := abs_nonneg (x 1)
    have n2 := abs_nonneg (x 2)
    rw [norm_sq_coords, ← sq_abs (x 0), ← sq_abs (x 1), ← sq_abs (x 2)]
    rcases le_total (c / 2) |x 0| with h0 | h0
    · exact big _ _ _ n1 n2 (hb 0) h0 hs
    rcases le_total (c / 2) |x 1| with h1 | h1
    · linarith [big _ _ _ n0 n2 (hb 1) h1 (by linarith)]
    rcases le_total (c / 2) |x 2| with h2 | h2
    · linarith [big _ _ _ n0 n1 (hb 2) h2 (by linarith)]
    nlinarith [mul_nonneg n0 (sub_nonneg.2 h0), mul_nonneg n1 (sub_nonneg.2 h1),
      mul_nonneg n2 (sub_nonneg.2 h2), mul_nonneg hc.le (sub_nonneg.2 hs), sq_nonneg c]
  · have h0 : |c| ≤ c := (abs_of_pos hc).le
    have h1 : |c / 2| ≤ c := by
      rw [abs_of_pos (half_pos hc)]
      linarith
    have h2 : |(0 : ℝ)| ≤ c := by
      rw [abs_zero]
      exact hc.le
    intro i
    fin_cases i
    exacts [h0, h1, h2]
  · change |c| + |c / 2| + |(0 : ℝ)| ≤ 3 / 2 * c
    rw [abs_of_pos hc, abs_of_pos (half_pos hc), abs_zero]
    linarith
  · rw [norm_sq_coords]
    change c ^ 2 + (c / 2) ^ 2 + (0 : ℝ) ^ 2 = 5 / 4 * c ^ 2
    ring

end

end BccWignerSeitz
```

```lean
#print axioms BccWignerSeitz.wignerSeitz_bcc
#print axioms BccWignerSeitz.brillouinZone_fcc
#print axioms BccWignerSeitz.cells_cover_space
#print axioms BccWignerSeitz.farthest_point
```

```
'BccWignerSeitz.wignerSeitz_bcc' depends on axioms: [propext, Classical.choice, Quot.sound]
'BccWignerSeitz.brillouinZone_fcc' depends on axioms: [propext, Classical.choice, Quot.sound]
'BccWignerSeitz.cells_cover_space' depends on axioms: [propext, Classical.choice, Quot.sound]
'BccWignerSeitz.farthest_point' depends on axioms: [propext, Classical.choice, Quot.sound]
```

## Parity and inequalities in the Lean proofs

`norm_sq_coords` writes the squared length in coordinates, and `mem_wignerSeitz_bcc` uses it to turn the distance comparisons into plane conditions. `coordinate_bound` contains the even and odd estimates; `nlinarith` receives the nonnegative products used above.

In `wignerSeitz_bcc`, the first direction inserts the fourteen vectors. `abs_cases` then splits into the sign patterns of the coordinates, and `linarith` finishes each one. The reverse direction splits on the parity of `l`, `omega` transfers it to `m` and `n`, and `linarith` adds the three bounds.

`reciprocal_fcc` solves for the components of `k` with `linear_combination`, and its converse uses the integer identity `hz`. `brillouinZone_fcc` combines this theorem with the cell theorem and simplifies the scale.

`even_odd_neighbours` rounds `t / (2 * c)` to an integer and picks the odd neighbour by the sign of the remainder. `cells_cover_space` applies it to each coordinate and chooses between the two triples. In `farthest_point`, the auxiliary statement `big` treats a coordinate of size at least $c/2$; the last `nlinarith` of the upper bound handles the case where all three are smaller.
